# The addition free energy of an ideal Fermi gas on finitely many modes strictly increases with particle number at positive temperature

Take two fermion modes with Boltzmann factors $x$ and $y$, both positive. The canonical partition sums are $Z_0=1$, $Z_1=x+y$ and $Z_2=xy$, so

$$Z_1^2-Z_0Z_2=x^2+xy+y^2>0.$$

Read this as a polynomial in $y$, the factor of the mode added last. No coefficient is negative, and the coefficient of $y^2$ is positive whatever the first mode looks like. The same pattern carries the proof for any finite number of modes.

With $F_N=-\frac1b\log Z_N$ and inverse temperature $b>0$, the inequality says $F_1-F_0<F_2-F_1$: the second fermion costs more free energy than the first, even when the two levels are degenerate.

## Modes, partition sums and free energies

```lean
import Mathlib

open Finset

namespace CanonicalFermionGas

noncomputable section

variable {ι : Type*}
```

The type `ι` holds the labels of the modes. A label stands for a complete one-particle state, spin included, so for spin-½ particles such as electrons a spin-degenerate level counts as two modes.

```lean
/-- The canonical partition sum of `N` fermions in the modes `s` with energies `ε`
at inverse temperature `b`: each `N`-element subset is one occupation pattern. -/
def canonicalZ (b : ℝ) (ε : ι → ℝ) (s : Finset ι) (N : ℕ) : ℝ :=
  ∑ A ∈ s.powersetCard N, Real.exp (-b * ∑ i ∈ A, ε i)
```

Here `s` is a finite set of $M$ modes (`s.card` in Lean), and `ε` assigns a real energy to each label. `s.powersetCard N` is the collection of all $N$-element subsets of `s`. The definition reads

$$Z_N(s)=\sum_{A\subseteq s,\ |A|=N}\exp\Big(-b\sum_{i\in A}\varepsilon_i\Big).$$

The Pauli principle is built in, because a subset contains a mode once or not at all. The particles do not interact, and the energies do not change with $N$.

```lean
/-- The canonical free energy of `N` fermions. -/
def freeEnergy (b : ℝ) (ε : ι → ℝ) (s : Finset ι) (N : ℕ) : ℝ :=
  -(1 / b) * Real.log (canonicalZ b ε s N)
```

This is $F_N=-\frac1b\log Z_N$, with $b=1/(k_BT)$.

```lean
/-- The free energy needed to add one fermion to a gas of `N` fermions. -/
def additionFreeEnergy (b : ℝ) (ε : ι → ℝ) (s : Finset ι) (N : ℕ) : ℝ :=
  freeEnergy b ε s (N + 1) - freeEnergy b ε s N
```

The addition free energy is $\mu_N=F_{N+1}-F_N$, a canonical counterpart of the chemical potential. Its index counts the fermions already present.

## Empty, possible and enlarged systems

```lean
/-- The partition sum without particles is one. -/
theorem canonicalZ_zero (b : ℝ) (ε : ι → ℝ) (s : Finset ι) :
    canonicalZ b ε s 0 = 1 := by
  simp [canonicalZ]
```

The empty set is the only subset with no elements. Its energy is zero, so $Z_0=1$.

```lean
/-- The partition sum is positive when the particles fit into the modes. -/
theorem canonicalZ_pos (b : ℝ) (ε : ι → ℝ) {s : Finset ι} {N : ℕ} (h : N ≤ s.card) :
    0 < canonicalZ b ε s N :=
  Finset.sum_pos (fun _ _ => Real.exp_pos _) (Finset.powersetCard_nonempty.2 h)
```

If $N\le M$, at least one occupation pattern exists and every term is a positive exponential, hence $Z_N>0$. For $N>M$ the sum has no terms and is zero.

```lean
/-- Adding a mode `a`: either it stays empty, or it holds one of the particles. -/
theorem canonicalZ_insert [DecidableEq ι] (b : ℝ) (ε : ι → ℝ) {a : ι} {s : Finset ι}
    (ha : a ∉ s) (N : ℕ) :
    canonicalZ b ε (insert a s) (N + 1) =
      canonicalZ b ε s (N + 1) + Real.exp (-b * ε a) * canonicalZ b ε s N := by
  have hmem : ∀ A ∈ s.powersetCard N, a ∉ A := fun A hA h =>
    ha ((Finset.mem_powersetCard.1 hA).1 h)
  have hdisj : Disjoint (s.powersetCard (N + 1)) ((s.powersetCard N).image (insert a)) := by
    refine Finset.disjoint_left.2 ?_
    intro A hA hA'
    obtain ⟨B, _, rfl⟩ := Finset.mem_image.1 hA'
    exact ha ((Finset.mem_powersetCard.1 hA).1 (Finset.mem_insert_self a B))
  have hinj : Set.InjOn (insert a) (s.powersetCard N : Set (Finset ι)) := by
    intro A hA B hB h
    have hA' := hmem A (by simpa only [Finset.mem_coe] using hA)
    have hB' := hmem B (by simpa only [Finset.mem_coe] using hB)
    calc A = (insert a A).erase a := (Finset.erase_insert hA').symm
      _ = (insert a B).erase a := congrArg (fun C => Finset.erase C a) h
      _ = B := Finset.erase_insert hB'
  unfold canonicalZ
  rw [Finset.powersetCard_succ_insert ha, Finset.sum_union hdisj, Finset.sum_image hinj,
    Finset.mul_sum]
  congr 1
  refine Finset.sum_congr rfl ?_
  intro A hA
  rw [Finset.sum_insert (hmem A hA), ← Real.exp_add, mul_add]
```

Let $a$ be a mode outside $s$, with $x=e^{-b\varepsilon_a}$. An $(N+1)$-element subset of $s\cup\{a\}$ either avoids $a$, or consists of $a$ and an $N$-element subset of $s$. In the second case the energy gains $\varepsilon_a$ and the Boltzmann factor gains $x$:

$$Z_{N+1}(s\cup\{a\})=Z_{N+1}(s)+x\,Z_N(s).$$

The proof follows this sentence. `hdisj` says that the two kinds of subset do not overlap, and `hinj` that different subsets of $s$ stay different once $a$ is added. In the last line, `← Real.exp_add` merges the product of two exponentials into the exponential of a sum.

In a program, this identity fills a table of partition sums one mode at a time: for $N$ running downwards, add $x\,Z_N$ to the entry $Z_{N+1}$. A table up to $K$ particles takes of order $MK$ operations. All terms are nonnegative, so there is no cancellation, though large systems need rescaling or logarithms to avoid overflow and underflow.

## The exchange inequality, one mode at a time

```lean
/-- Exchange inequality: for `i ≤ j`, moving one particle from a gas of `j + 1` fermions to
a gas of `i` fermions in an identical set of modes does not lower the product of their
partition sums. -/
theorem canonicalZ_exchange_le (b : ℝ) (ε : ι → ℝ) (s : Finset ι) :
    ∀ i j : ℕ, i ≤ j → canonicalZ b ε s i * canonicalZ b ε s (j + 1) ≤
      canonicalZ b ε s (i + 1) * canonicalZ b ε s j := by
  classical
  have hnn : ∀ (t : Finset ι) (N : ℕ), 0 ≤ canonicalZ b ε t N := fun t N =>
    Finset.sum_nonneg (fun _ _ => (Real.exp_pos _).le)
  induction s using Finset.induction_on with
  | empty =>
    intro i j _
    have h0 : canonicalZ b ε ∅ (j + 1) = 0 := by
      rw [canonicalZ, Finset.powersetCard_eq_empty.2 (by simp), Finset.sum_empty]
    rw [h0, mul_zero]
    exact mul_nonneg (hnn _ _) (hnn _ _)
  | insert a s ha ih =>
    intro i j hij
    have hx := (Real.exp_pos (-b * ε a)).le
    rcases j with _ | j
    · obtain rfl : i = 0 := by omega
      exact (mul_comm _ _).le
    · rcases i with _ | i
      · have h0 := ih 0 (j + 1) (Nat.zero_le _)
        rw [canonicalZ_zero] at h0
        rw [canonicalZ_insert b ε ha 0, canonicalZ_insert b ε ha (j + 1),
          canonicalZ_insert b ε ha j, canonicalZ_zero b ε (insert a s), canonicalZ_zero b ε s]
        nlinarith [h0, mul_nonneg (mul_nonneg hx (hnn s (0 + 1))) (hnn s j),
          mul_nonneg (mul_nonneg hx hx) (hnn s j)]
      · -- the three coefficients of the polynomial in the new Boltzmann factor
        have h1 := ih (i + 1) (j + 1) hij
        have h3 := ih i j (by omega)
        have h2 : canonicalZ b ε s i * canonicalZ b ε s (j + 1 + 1) ≤
            canonicalZ b ε s (i + 1 + 1) * canonicalZ b ε s j := by
          rcases Nat.eq_or_lt_of_le (show i ≤ j by omega) with h | h
          · subst h
            exact (mul_comm _ _).le
          · exact (ih i (j + 1) (by omega)).trans (ih (i + 1) j (by omega))
        rw [canonicalZ_insert b ε ha (i + 1), canonicalZ_insert b ε ha (j + 1),
          canonicalZ_insert b ε ha i, canonicalZ_insert b ε ha j]
        nlinarith [h1, mul_le_mul_of_nonneg_left h2 hx,
          mul_le_mul_of_nonneg_left h3 (mul_nonneg hx hx)]
```

For $i\le j$ the theorem states

$$Z_iZ_{j+1}\le Z_{i+1}Z_j.$$

The proof is by induction on the set of modes. With no modes, $Z_{j+1}=0$, and the left side vanishes. Now suppose the inequality holds for $s$ at all admissible indices, and add a mode with factor $x$. Write $Z_k$ for the sums over $s$ and $Z'_k$ for those over the enlarged set.

If $j=0$, then $i=0$ and both sides are equal. If the smaller index is zero and the larger one is $j+1$, the recursion gives

$$Z'_1Z'_{j+1}-Z'_0Z'_{j+2}=(Z_1Z_{j+1}-Z_{j+2})+x\,Z_1Z_j+x^2Z_j.$$

The bracket is nonnegative by the induction hypothesis, since $Z_0=1$, and the other terms are nonnegative as they stand.

If both indices are positive, Lean writes them as $i+1$ and $j+1$. Expanding the products gives

$$\begin{aligned}
Z'_{i+2}Z'_{j+1}-Z'_{i+1}Z'_{j+2}={}&(Z_{i+2}Z_{j+1}-Z_{i+1}Z_{j+2})\\
&+x\,(Z_{i+2}Z_j-Z_iZ_{j+2})\\
&+x^2(Z_{i+1}Z_j-Z_iZ_{j+1}).
\end{aligned}$$

The first and third brackets are nonnegative by the induction hypothesis; these are `h1` and `h3`. The middle bracket, `h2`, is zero for $i=j$. For $i<j$ it follows from two exchanges in a row:

$$Z_iZ_{j+2}\le Z_{i+1}Z_{j+1}\le Z_{i+2}Z_j.$$

The tactic `omega` settles the conditions on the integer indices. `nlinarith` receives the three coefficient inequalities, already multiplied by $1$, $x$ and $x^2$, and checks that they add up to the claim.

```lean
/-- The exchange inequality is strict when `i < j` and `j` fermions fit into the modes. -/
theorem canonicalZ_exchange_lt (b : ℝ) (ε : ι → ℝ) (s : Finset ι) :
    ∀ i j : ℕ, i < j → j ≤ s.card → canonicalZ b ε s i * canonicalZ b ε s (j + 1) <
      canonicalZ b ε s (i + 1) * canonicalZ b ε s j := by
  classical
  induction s using Finset.induction_on with
  | empty =>
    intro i j hij hj
    rw [Finset.card_empty] at hj
    omega
  | insert a s ha ih =>
    intro i j hij hj
    rw [Finset.card_insert_of_notMem ha] at hj
    have hx := Real.exp_pos (-b * ε a)
    have hw := canonicalZ_exchange_le b ε s
    rcases j with _ | j
    · omega
    · have hpj := canonicalZ_pos b ε (show j ≤ s.card by omega)
      rcases i with _ | i
      · have h0 := hw 0 (j + 1) (Nat.zero_le _)
        have hp1 : 0 ≤ canonicalZ b ε s (0 + 1) :=
          Finset.sum_nonneg (fun _ _ => (Real.exp_pos _).le)
        rw [canonicalZ_zero] at h0
        rw [canonicalZ_insert b ε ha 0, canonicalZ_insert b ε ha (j + 1),
          canonicalZ_insert b ε ha j, canonicalZ_zero b ε (insert a s), canonicalZ_zero b ε s]
        nlinarith [h0, mul_nonneg (mul_nonneg hx.le hp1) hpj.le, mul_pos (mul_pos hx hx) hpj]
      · have h1 := hw (i + 1) (j + 1) hij.le
        have h2 := (hw i (j + 1) (by omega)).trans (hw (i + 1) j (by omega))
        -- strictness enters through the quadratic coefficient
        have h3 := ih i j (by omega) (by omega)
        rw [canonicalZ_insert b ε ha (i + 1), canonicalZ_insert b ε ha (j + 1),
          canonicalZ_insert b ε ha i, canonicalZ_insert b ε ha j]
        nlinarith [h1, mul_le_mul_of_nonneg_left h2 hx.le,
          mul_lt_mul_of_pos_left h3 (mul_pos hx hx)]
```

For $i<j\le M$ the inequality is strict. The expansion is the same, and only the $x^2$ term needs a sharper estimate. When the smaller index is zero, that term is $x^2Z_j$. Since $j+1$ particles fit into the enlarged set, $j$ particles fit into $s$, and $Z_j>0$. When both indices are positive, the $x^2$ coefficient is strictly positive by the induction hypothesis, at the indices $i$ and $j$.

For the other two coefficients the proof uses the weak inequality, which covers the case of a constant coefficient that is exactly zero. This happens when $j+1$ particles no longer fit into $s$. The empty set needs no calculation here, since $i<j\le0$ is impossible.

```lean
/-- The canonical partition sums are strictly log-concave at the particle number `N + 1` when that
many fermions fit into the modes. -/
theorem canonicalZ_log_concave (b : ℝ) (ε : ι → ℝ) (s : Finset ι) (N : ℕ)
    (hN : N + 1 ≤ s.card) :
    canonicalZ b ε s N * canonicalZ b ε s (N + 2) < canonicalZ b ε s (N + 1) ^ 2 := by
  rw [pow_two]
  exact canonicalZ_exchange_lt b ε s N (N + 1) (Nat.lt_succ_self N) hN
```

Setting $j=i+1$ and calling the lower index $N$ gives

$$Z_NZ_{N+2}<Z_{N+1}^2\qquad(N+1\le M).$$

This is strict log-concavity in the particle number. At $N+1=M$ it still holds, with $Z_{N+2}=0$ on the left. Neither this theorem nor the exchange inequalities restrict the sign of $b$.

## From partition sums to the cost of a fermion

```lean
/-- At positive temperature the addition free energy of an ideal Fermi gas strictly increases with
the number of fermions already present, as long as one more fits into the modes. -/
theorem additionFreeEnergy_strictMono {b : ℝ} (hb : 0 < b) (ε : ι → ℝ) (s : Finset ι)
    {i j : ℕ} (hij : i < j) (hj : j + 1 ≤ s.card) :
    additionFreeEnergy b ε s i < additionFreeEnergy b ε s j := by
  have pi := canonicalZ_pos b ε (show i ≤ s.card by omega)
  have pi' := canonicalZ_pos b ε (show i + 1 ≤ s.card by omega)
  have pj := canonicalZ_pos b ε (show j ≤ s.card by omega)
  have pj' := canonicalZ_pos b ε hj
  -- the logarithm turns the exchange inequality into one between free energies
  have h := Real.log_lt_log (mul_pos pi pj')
    (canonicalZ_exchange_lt b ε s i j hij (by omega))
  rw [Real.log_mul pi.ne' pj'.ne', Real.log_mul pi'.ne' pj.ne'] at h
  have h' := mul_lt_mul_of_pos_left h (one_div_pos.2 hb)
  unfold additionFreeEnergy freeEnergy
  linarith
```

Let $b>0$, $i<j$ and $j+1\le M$. All four partition sums in the strict exchange inequality are then positive, and the logarithm gives

$$\log Z_i+\log Z_{j+1}<\log Z_{i+1}+\log Z_j.$$

Multiplying by $1/b>0$ and inserting $\frac1b\log Z_N=-F_N$ yields

$$-F_i-F_{j+1}<-F_{i+1}-F_j,$$

which rearranges to

$$F_{i+1}-F_i<F_{j+1}-F_j,\qquad\text{that is,}\qquad \mu_i<\mu_j.$$

In the code, `Real.log_lt_log` takes the logarithm, `Real.log_mul` splits the products, and `linarith` does the rearrangement. The condition $j+1\le M$ keeps every free energy physical: beyond $M$ fermions the partition sum is zero, and Lean's convention $\log 0=0$ would assign a finite free energy to an impossible state.

For non-interacting electrons in a fixed, finite set of orbitals, the theorem says that the canonical free energy is strictly convex in the electron number at any positive temperature. A program that tabulates $F_N$ for such a model can therefore be checked by looking at successive differences, which must increase up to rounding error. Interactions, or orbitals that relax as electrons are added, are not covered.

## Degenerate levels: growth from counting alone

```lean
/-- For modes of equal energy `e` the partition sum is the number of occupation patterns
times a common Boltzmann factor. -/
theorem canonicalZ_degenerate (b e : ℝ) (s : Finset ι) (N : ℕ) :
    canonicalZ b (fun _ => e) s N = (s.card.choose N : ℝ) * Real.exp (-b * (N * e)) := by
  have h : ∀ A ∈ s.powersetCard N,
      Real.exp (-b * ∑ _i ∈ A, e) = Real.exp (-b * (N * e)) := by
    intro A hA
    rw [Finset.sum_const, (Finset.mem_powersetCard.1 hA).2, nsmul_eq_mul]
  exact (Finset.sum_congr rfl h).trans
    (by rw [Finset.sum_const, Finset.card_powersetCard, nsmul_eq_mul])
```

If every mode has energy $e$, each pattern with $N$ fermions has energy $Ne$. There are $\binom MN$ patterns, so

$$Z_N=\binom MN e^{-bNe}.$$

The proof replaces each term by this common Boltzmann factor and counts the terms.

```lean
/-- For modes of equal energy `e`, the addition free energy is `e` plus a logarithmic term
in the ratio of `N + 1` to the number of empty modes. -/
theorem additionFreeEnergy_degenerate {b : ℝ} (hb : 0 < b) (e : ℝ) (s : Finset ι) (N : ℕ)
    (hN : N + 1 ≤ s.card) :
    additionFreeEnergy b (fun _ => e) s N =
      e + (1 / b) * Real.log (((N : ℝ) + 1) / ((s.card : ℝ) - N)) := by
  have hC : (0 : ℝ) < s.card.choose N := by
    exact_mod_cast Nat.choose_pos (show N ≤ s.card by omega)
  have hC' : (0 : ℝ) < s.card.choose (N + 1) := by exact_mod_cast Nat.choose_pos hN
  have hn : (0 : ℝ) < (N : ℝ) + 1 := by positivity
  have hm : (0 : ℝ) < (s.card : ℝ) - N := by
    have h : (N : ℝ) < s.card := by exact_mod_cast hN
    linarith
  have hrec : (s.card.choose (N + 1) : ℝ) * ((N : ℝ) + 1) =
      (s.card.choose N : ℝ) * ((s.card : ℝ) - N) := by
    rw [← Nat.cast_sub (show N ≤ s.card by omega)]
    exact_mod_cast Nat.choose_succ_right_eq s.card N
  have hlog := congrArg Real.log hrec
  rw [Real.log_mul hC'.ne' hn.ne', Real.log_mul hC.ne' hm.ne'] at hlog
  have hb1 : 1 / b * b = 1 := one_div_mul_cancel hb.ne'
  unfold additionFreeEnergy freeEnergy
  rw [canonicalZ_degenerate, canonicalZ_degenerate,
    Real.log_mul hC'.ne' (Real.exp_pos _).ne', Real.log_mul hC.ne' (Real.exp_pos _).ne',
    Real.log_exp, Real.log_exp, Real.log_div hn.ne' hm.ne', Nat.cast_succ N]
  linear_combination (-(1 / b)) * hlog + e * hb1

end

end CanonicalFermionGas
```

For $b>0$ and $N+1\le M$ the result is

$$\mu_N=e+\frac1b\log\frac{N+1}{M-N}.$$

By hand, the binomial identity

$$\binom M{N+1}(N+1)=\binom MN(M-N)$$

gives

$$\frac{Z_{N+1}}{Z_N}=\frac{M-N}{N+1}\,e^{-be},$$

and $\mu_N$ is $-\frac1b$ times the logarithm of this ratio. The identity appears as `hrec` and its logarithm as `hlog`; `linear_combination` then combines them with $\frac1b\,b=1$.

The energy contributes the same $e$ to every addition, so the growth with $N$ is purely entropic. If the two modes of the opening example both have energy $e$, so that $x=y$, then $\mu_0=e-\frac1b\log2$ and $\mu_1=e+\frac1b\log2$.

```lean
#print axioms CanonicalFermionGas.canonicalZ_log_concave
#print axioms CanonicalFermionGas.additionFreeEnergy_strictMono
#print axioms CanonicalFermionGas.additionFreeEnergy_degenerate
```

```
'CanonicalFermionGas.canonicalZ_log_concave' depends on axioms: [propext, Classical.choice, Quot.sound]
'CanonicalFermionGas.additionFreeEnergy_strictMono' depends on axioms: [propext, Classical.choice, Quot.sound]
'CanonicalFermionGas.additionFreeEnergy_degenerate' depends on axioms: [propext, Classical.choice, Quot.sound]
```

## Partition sums as polynomial coefficients

The same quantities could have been defined as the coefficients of $t^N$ in

$$\prod_{i\in s}(1+x_it),\qquad x_i=e^{-b\varepsilon_i}.$$

Adding a mode then means multiplying by one linear factor, and the recursion for $Z_{N+1}$ comes from comparing coefficients. The definition by subsets keeps the occupation patterns visible, at the price of proving that recursion by sorting subsets.

A version for arbitrary nonnegative $x_i$ would also admit $x_i=0$, a mode pushed to infinite energy. Strictness would then depend on the number of modes with $x_i>0$ instead of on $M$. With real energies every factor is positive, and the size of `s` is the only bound needed.
